# Absent reflections of the ideal A15 cell, and its 110 and 210 structure factors

If the A15 cell is taken for body-centred because its A atoms sit at the corner and the centre, the 210 reflection is predicted to be absent, and a line observed there may be blamed on an impurity. In fact the B atoms produce it. They occupy \((\tfrac14,0,\tfrac12)\), \((\tfrac34,0,\tfrac12)\) and the cyclic permutations of these coordinates. The composition is therefore AB\(_3\); in the common notation A\(_3\)B, as for Nb\(_3\)Sn, the two letters are exchanged. With scattering factors \(f_A\) and \(f_B\), the structure factor \(F\) satisfies

\[
F(hhl)=0\ \text{for odd } l,\qquad F(110)=2(f_A-f_B),\qquad F(210)=-4f_B .
\]

## Quarter-cell phases and pairs of B atoms

A site at \((x,y,z)\) contributes the phase \(e^{2\pi i(hx+ky+lz)}\). For coordinates \((a/4,b/4,c/4)\) with integer \(a,b,c\), this is \(i^{ha+kb+lc}\). The A atoms therefore give \(1+i^{2(h+k+l)}=1+(-1)^{h+k+l}\). The B pair along the first axis gives

\[
i^{h+2l}+i^{3h+2l}=(-1)^lP(h),\qquad P(n)=i^n+(-i)^n ,
\]

because \(i^3=-i\). The other two pairs follow by cyclic permutation, so

\[
F=f_A\bigl(1+(-1)^{h+k+l}\bigr)+f_B\bigl((-1)^lP(h)+(-1)^hP(k)+(-1)^kP(l)\bigr).
\]

Replacing \((h,k,l)\) by \((k,l,h)\) only reorders the terms. For odd \(n\), \((-i)^n=-i^n\) and \(P(n)=0\); for even indices, \(P(2m)=2(-1)^m\).

If all indices are odd, every term vanishes. If \(h=2m\), \(k=2n\) and \(l\) is odd, the A term and \(P(l)\) vanish, leaving

\[
F=f_B\bigl(P(k)-P(h)\bigr)=2f_B\bigl((-1)^n-(-1)^m\bigr).
\]

This is zero exactly when \(f_B=0\) or \(m\) and \(n\) have equal parity, that is, when \(4\mid h-k\). For \(hhl\) with odd \(l\), either all indices are odd or \(h-k=0\), so \(F=0\).

These cases also give every reflection that is absent for all scattering factors. Setting \(f_A=1,f_B=0\) forces \(h+k+l\) to be odd, so either all three indices are odd or exactly one is. In the second case, a cyclic permutation puts the odd index last, and \(f_A=0,f_B=1\) forces the two even indices to differ by a multiple of four.

For the two remaining values,

\[
F(110)=2f_A+f_B(0+0-2),\qquad F(210)=0+f_B(-2+0-2).
\]

With \(f_A=3\) and \(f_B=2\) for both reflections, \(F(110)=2\) and \(F(210)=-8\). In the limit \(f_A=f_B\), 110 disappears while 210 keeps the value \(-4f_B\).

In a nearly-free-electron model with identical spherical potentials on each species, the Fourier components of the crystal potential are proportional to the same sum, with \(f_A\) and \(f_B\) replaced by the Fourier transforms of the two atomic potentials. A reflection that is absent for all scattering factors therefore gives no first-order coupling between the corresponding plane waves; an accidental absence, such as 110 at \(f_A=f_B\), does not guarantee this.

## The cell and its reflections in Lean

```lean
import Mathlib

open Complex

namespace A15StructureFactor

noncomputable section
```

Indices are integers, fractional coordinates are real, and the phase has a positive sign in the exponent.

```lean
/-- The phase factor `exp(2πi(hx + ky + lz))` of a site with fractional coordinates
`(x, y, z)` in the reflection `hkl`. -/
def phaseFactor (h k l : ℤ) (x y z : ℝ) : ℂ :=
  Complex.exp (2 * Real.pi * I * (h * x + k * y + l * z))
```

The structure factor is defined as the explicit sum over eight sites. The complex numbers `fA` and `fB` are the scattering factors at the reflection considered. Each species has one factor for all its sites, so direction-dependent thermal motion and non-spherical atoms are not covered, nor is multiple scattering.

```lean
/-- The structure factor of the A15 cell: scatterers `fA` at the corner and the body centre,
and scatterers `fB` in pairs at `(1/4, 0, 1/2)`, `(3/4, 0, 1/2)` and the cyclic permutations
of these coordinates. -/
def structureFactor (fA fB : ℂ) (h k l : ℤ) : ℂ :=
  fA * (phaseFactor h k l 0 0 0 + phaseFactor h k l (1/2) (1/2) (1/2)) +
  fB * (phaseFactor h k l (1/4) 0 (1/2) + phaseFactor h k l (3/4) 0 (1/2) +
    phaseFactor h k l (1/2) (1/4) 0 + phaseFactor h k l (1/2) (3/4) 0 +
    phaseFactor h k l 0 (1/2) (1/4) + phaseFactor h k l 0 (1/2) (3/4))
```

`pairFactor` is \(P(n)\).

```lean
/-- The sum `i^n + (-i)^n` of the phase factors of two atoms at one quarter and three quarters
of a cell edge, where `n` is the index along that edge. -/
def pairFactor (n : ℤ) : ℂ := I ^ n + (-I) ^ n
```

The next lemma turns phases into powers of \(i\). Its hypotheses say that four times each coordinate is an integer; `Complex.exp_int_mul` then converts the exponential into a power of a quarter turn.

```lean
/-- A site whose coordinates are the multiples `a/4`, `b/4`, `c/4` of the cell edges has the
phase factor `i^(ha + kb + lc)`. -/
theorem phaseFactor_quarter (h k l a b c : ℤ) (x y z : ℝ)
    (hx : 4 * x = a) (hy : 4 * y = b) (hz : 4 * z = c) :
    phaseFactor h k l x y z = I ^ (h * a + k * b + l * c) := by
  have hx' : x = a / 4 := by linarith
  have hy' : y = b / 4 := by linarith
  have hz' : z = c / 4 := by linarith
  -- a quarter turn is multiplication by i
  have hI : Complex.exp (Real.pi / 2 * I) = I := by
    rw [Complex.exp_mul_I, Complex.cos_pi_div_two, Complex.sin_pi_div_two]
    simp
  have e : phaseFactor h k l x y z =
      Complex.exp (((h * a + k * b + l * c : ℤ) : ℂ) * (Real.pi / 2 * I)) := by
    rw [phaseFactor, hx', hy', hz']
    congr 1
    push_cast
    ring
  rw [e, Complex.exp_int_mul, hI]
```

Two lemmas evaluate \(P\) at odd and even indices.

```lean
/-- The two atoms of a pair scatter in antiphase when the index along their edge is odd. -/
theorem pairFactor_odd {n : ℤ} (hn : Odd n) : pairFactor n = 0 := by
  rw [pairFactor, hn.neg_zpow]
  ring

/-- For an even index `2m` along their edge, the two atoms of a pair add up to `2(-1)^m`. -/
theorem pairFactor_even (m : ℤ) : pairFactor (2 * m) = 2 * (-1) ^ m := by
  have h2 : I ^ (2 : ℤ) = -1 := by
    rw [show (2 : ℤ) = ((2 : ℕ) : ℤ) from rfl, zpow_natCast, I_sq]
  rw [pairFactor, (even_two_mul m).neg_zpow, zpow_mul, h2]
  ring
```

For the closed form, all eight sites are rewritten as powers of \(i\). The auxiliary facts `h2` and `h3` supply \(i^{2n}=(-1)^n\) and \(i^{3n}=(-i)^n\), and `ring` collects the terms.

```lean
/-- Closed form of the A15 structure factor: a body-centred term from the A atoms and one
term from each of the three pairs of B atoms. -/
theorem structureFactor_eq (fA fB : ℂ) (h k l : ℤ) :
    structureFactor fA fB h k l = fA * (1 + (-1) ^ (h + k + l)) +
      fB * ((-1) ^ l * pairFactor h + (-1) ^ h * pairFactor k + (-1) ^ k * pairFactor l) := by
  have h2 : ∀ n : ℤ, I ^ (n * 2) = (-1) ^ n := by
    intro n
    rw [mul_comm, zpow_mul, show (2 : ℤ) = ((2 : ℕ) : ℤ) from rfl, zpow_natCast, I_sq]
  have h3 : ∀ n : ℤ, I ^ (n * 3) = (-I) ^ n := by
    intro n
    have : I ^ 3 = -I := by
      rw [pow_succ, I_sq]
      ring
    rw [mul_comm, zpow_mul, show (3 : ℤ) = ((3 : ℕ) : ℤ) from rfl, zpow_natCast, this]
  have hne : (-1 : ℂ) ≠ 0 := by norm_num
  -- every site sits on the quarter grid
  rw [structureFactor,
    phaseFactor_quarter h k l 0 0 0 0 0 0 (by norm_num) (by norm_num) (by norm_num),
    phaseFactor_quarter h k l 2 2 2 (1/2) (1/2) (1/2) (by norm_num) (by norm_num) (by norm_num),
    phaseFactor_quarter h k l 1 0 2 (1/4) 0 (1/2) (by norm_num) (by norm_num) (by norm_num),
    phaseFactor_quarter h k l 3 0 2 (3/4) 0 (1/2) (by norm_num) (by norm_num) (by norm_num),
    phaseFactor_quarter h k l 2 1 0 (1/2) (1/4) 0 (by norm_num) (by norm_num) (by norm_num),
    phaseFactor_quarter h k l 2 3 0 (1/2) (3/4) 0 (by norm_num) (by norm_num) (by norm_num),
    phaseFactor_quarter h k l 0 2 1 0 (1/2) (1/4) (by norm_num) (by norm_num) (by norm_num),
    phaseFactor_quarter h k l 0 2 3 0 (1/2) (3/4) (by norm_num) (by norm_num) (by norm_num)]
  simp only [pairFactor, mul_zero, mul_one, add_zero, zero_add, zpow_zero,
    zpow_add₀ I_ne_zero, zpow_add₀ hne, h2, h3]
  ring
```

Cyclic invariance and the all-odd absence are read off from it.

```lean
/-- The structure factor is unchanged when the indices are permuted cyclically. -/
theorem structureFactor_cyclic (fA fB : ℂ) (h k l : ℤ) :
    structureFactor fA fB k l h = structureFactor fA fB h k l := by
  rw [structureFactor_eq, structureFactor_eq, show k + l + h = h + k + l by ring]
  ring

/-- Reflections with three odd indices are absent. -/
theorem structureFactor_all_odd (fA fB : ℂ) {h k l : ℤ} (hh : Odd h) (hk : Odd k)
    (hl : Odd l) : structureFactor fA fB h k l = 0 := by
  rw [structureFactor_eq, ((hh.add_odd hk).add_odd hl).neg_one_zpow,
    pairFactor_odd hh, pairFactor_odd hk, pairFactor_odd hl]
  ring
```

In the mixed case, `key` is the two-term formula derived above. The proof then splits on the parities of `m` and `n`: `omega` settles the divisibility by four, and `linear_combination` extracts `fB = 0` when the parities differ.

```lean
/-- For even `h`, even `k` and odd `l`, the reflection vanishes exactly when the B atoms do not
scatter or `h` and `k` differ by a multiple of four. -/
theorem structureFactor_even_even_odd (fA fB : ℂ) {h k l : ℤ} (hh : Even h) (hk : Even k)
    (hl : Odd l) : structureFactor fA fB h k l = 0 ↔ fB = 0 ∨ 4 ∣ h - k := by
  obtain ⟨m, rfl⟩ := hh.two_dvd
  obtain ⟨n, rfl⟩ := hk.two_dvd
  -- the A atoms cancel, and two of the three B pairs compete
  have key : structureFactor fA fB (2 * m) (2 * n) l = 2 * fB * ((-1) ^ n - (-1) ^ m) := by
    rw [structureFactor_eq, (((even_two_mul m).add (even_two_mul n)).add_odd hl).neg_one_zpow,
      pairFactor_even m, pairFactor_even n, pairFactor_odd hl, hl.neg_one_zpow,
      (even_two_mul m).neg_one_zpow, (even_two_mul n).neg_one_zpow]
    ring
  rw [key]
  rcases Int.even_or_odd m with hm | hm <;> rcases Int.even_or_odd n with hn | hn <;>
    rw [hm.neg_one_zpow, hn.neg_one_zpow] <;> obtain ⟨a, ha⟩ := hm <;> obtain ⟨b, hb⟩ := hn
  · exact ⟨fun _ => Or.inr (by omega), fun _ => by ring⟩
  · refine ⟨fun e => Or.inl (by linear_combination (-1 / 4) * e), ?_⟩
    rintro (e | e)
    · rw [e]; ring
    · omega
  · refine ⟨fun e => Or.inl (by linear_combination (1 / 4) * e), ?_⟩
    rintro (e | e)
    · rw [e]; ring
    · omega
  · exact ⟨fun _ => Or.inr (by omega), fun _ => by ring⟩
```

The \(hhl\) rule holds for every integer `h`, including zero, and splits on its parity.

```lean
/-- The reflections `hhl` with odd `l` are absent, whatever the scattering factors. -/
theorem structureFactor_hhl (fA fB : ℂ) (h : ℤ) {l : ℤ} (hl : Odd l) :
    structureFactor fA fB h h l = 0 := by
  rcases Int.even_or_odd h with hh | hh
  · exact (structureFactor_even_even_odd fA fB hh hh hl).2 (Or.inr (by simp))
  · exact structureFactor_all_odd fA fB hh hh hl
```

The two explicit values need only \(P(0)=2\), \(P(1)=0\) and \(P(2)=-2\).

```lean
/-- The structure factors of the reflections 110 and 210: `F(110) = 2(fA - fB)` and
`F(210) = -4 fB`. -/
theorem structureFactor_110_210 (fA fB : ℂ) :
    structureFactor fA fB 1 1 0 = 2 * (fA - fB) ∧ structureFactor fA fB 2 1 0 = -4 * fB := by
  have p0 : pairFactor 0 = 2 := by simpa using pairFactor_even 0
  have p2 : pairFactor 2 = -2 := by simpa using pairFactor_even 1
  constructor
  · rw [structureFactor_eq, (show Even (1 + 1 + 0 : ℤ) by decide).neg_one_zpow,
      pairFactor_odd odd_one, p0]
    simp only [zpow_zero, zpow_one]
    ring
  · rw [structureFactor_eq, (show Odd (2 + 1 + 0 : ℤ) by decide).neg_one_zpow,
      pairFactor_odd odd_one, p0, p2]
    simp only [zpow_zero, zpow_one]
    ring
```

In the classification, the quantifier over `fA` and `fB` stands inside the equivalence, so accidental cancellations such as 110 at \(f_A=f_B\) do not count. The forward direction uses the test choices `H 1 0` and `H 0 1`, then checks eight parity patterns; cyclic invariance moves the odd index into last place.

```lean
/-- A reflection is absent for all scattering factors exactly when its indices are all odd, or
one is odd and the other two are even and differ by a multiple of four. -/
theorem systematic_absence_iff (h k l : ℤ) :
    (∀ fA fB : ℂ, structureFactor fA fB h k l = 0) ↔
      (Odd h ∧ Odd k ∧ Odd l) ∨ (Even h ∧ Even k ∧ Odd l ∧ 4 ∣ h - k) ∨
      (Even k ∧ Even l ∧ Odd h ∧ 4 ∣ k - l) ∨ (Even l ∧ Even h ∧ Odd k ∧ 4 ∣ l - h) := by
  constructor
  · intro H
    -- A atoms alone force an odd index sum
    have hodd : Odd (h + k + l) := by
      rcases Int.even_or_odd (h + k + l) with he | ho
      · have h1 := H 1 0
        rw [structureFactor_eq, he.neg_one_zpow] at h1
        norm_num at h1
      · exact ho
    -- B atoms alone force the congruence of the two even indices
    have c1 : Even h ∧ Even k ∧ Odd l → 4 ∣ h - k := fun ⟨a, b, c⟩ =>
      ((structureFactor_even_even_odd 0 1 a b c).1 (H 0 1)).resolve_left one_ne_zero
    have c2 : Even k ∧ Even l ∧ Odd h → 4 ∣ k - l := fun ⟨a, b, c⟩ =>
      ((structureFactor_even_even_odd 0 1 a b c).1
        ((structureFactor_cyclic 0 1 h k l).trans (H 0 1))).resolve_left one_ne_zero
    have c3 : Even l ∧ Even h ∧ Odd k → 4 ∣ l - h := fun ⟨a, b, c⟩ =>
      ((structureFactor_even_even_odd 0 1 a b c).1
        ((structureFactor_cyclic 0 1 l h k).symm.trans (H 0 1))).resolve_left one_ne_zero
    have hne : ¬ Even (h + k + l) := Int.not_even_iff_odd.2 hodd
    rcases Int.even_or_odd h with hh | hh <;> rcases Int.even_or_odd k with hk | hk <;>
      rcases Int.even_or_odd l with hl | hl
    · exact absurd ((hh.add hk).add hl) hne
    · exact Or.inr (Or.inl ⟨hh, hk, hl, c1 ⟨hh, hk, hl⟩⟩)
    · exact Or.inr (Or.inr (Or.inr ⟨hl, hh, hk, c3 ⟨hl, hh, hk⟩⟩))
    · exact absurd ((hh.add_odd hk).add_odd hl) hne
    · exact Or.inr (Or.inr (Or.inl ⟨hk, hl, hh, c2 ⟨hk, hl, hh⟩⟩))
    · exact absurd ((hh.add_even hk).add_odd hl) hne
    · exact absurd ((hh.add_odd hk).add hl) hne
    · exact Or.inl ⟨hh, hk, hl⟩
  · rintro (⟨a, b, c⟩ | ⟨a, b, c, d⟩ | ⟨a, b, c, d⟩ | ⟨a, b, c, d⟩) fA fB
    · exact structureFactor_all_odd fA fB a b c
    · exact (structureFactor_even_even_odd fA fB a b c).2 (Or.inr d)
    · rw [← structureFactor_cyclic]
      exact (structureFactor_even_even_odd fA fB a b c).2 (Or.inr d)
    · rw [structureFactor_cyclic fA fB l h k]
      exact (structureFactor_even_even_odd fA fB a b c).2 (Or.inr d)

end

end A15StructureFactor
```

```lean
#print axioms A15StructureFactor.structureFactor_hhl
#print axioms A15StructureFactor.structureFactor_110_210
#print axioms A15StructureFactor.systematic_absence_iff
```

```
'A15StructureFactor.structureFactor_hhl' depends on axioms: [propext, Classical.choice, Quot.sound]
'A15StructureFactor.structureFactor_110_210' depends on axioms: [propext, Classical.choice, Quot.sound]
'A15StructureFactor.systematic_absence_iff' depends on axioms: [propext, Classical.choice, Quot.sound]
```
